# Two finite-dimensional complex irreps have at most one invariant bilinear form up to scale

Let $V$ and $W$ be finite-dimensional complex irreducible representations of a group $G$. The $G$-invariant bilinear forms on $V\times W$ form a space of dimension one if $W$ is equivalent to the dual of $V$, and of dimension zero otherwise. It follows that the product $V\otimes W$ contains the totally symmetric irrep at most once.

## One number per pair of irreps

A matrix element $\langle\phi|H|\psi\rangle$ is bilinear in the bra and the ket. If $H$ commutes with a symmetry group acting by unitary linear operators, and bras and kets each run over a finite-dimensional irrep, the matrix elements form an invariant bilinear form. Symmetry then either makes the whole block vanish or fixes it up to one number. This is the block structure used in symmetry-adapted electronic-structure calculations.

Write $\rho(g)$ and $\sigma(g)$ for the actions on $V$ and $W$. A form $B$ is invariant if
$$B(\rho(g)v,\sigma(g)w)=B(v,w)$$
for all $g,v,w$. The dual space $V^*$ carries the action $(\rho^*(g)f)(v)=f(\rho(g^{-1})v)$, and $\sigma^*$ is defined likewise on $W^*$.

## A nonzero invariant form identifies $W$ with $V^*$

Let $B\neq0$ be invariant, and let $N$ be the set of $w$ with $B(v,w)=0$ for every $v$. If $w\in N$, then
$$B(v,\sigma(g)w)=B(\rho(g^{-1})v,w)=0,$$
so $N$ is an invariant subspace. It is not $W$, because $B\ne0$; hence $N=0$. The same argument applies to the other slot.

The map $e:W\to V^*$ with $e(w)(v)=B(v,w)$ is therefore injective, which gives $\dim W\le\dim V$. The other slot gives $\dim V\le\dim W$, so $e$ is invertible. It is also an equivalence:
$$e(\sigma(g)w)(v)=B(\rho(g^{-1})v,w)=(\rho^*(g)e(w))(v).$$
If $W$ is not equivalent to $V^*$, no such $B$ exists and the dimension is zero.

Conversely, given an equivalence $e:W\to V^*$, set $B(v,w)=e(w)(v)$. This is nonzero since $W\neq0$, and it is invariant:
$$e(\sigma(g)w)(\rho(g)v)=e(w)(\rho(g^{-1})\rho(g)v)=e(w)(v).$$

## An eigenvalue gives uniqueness

Let $C$ be another invariant form, and let $T=e^{-1}e_C$, where $e_C(w)(v)=C(v,w)$ and $e$ comes from $B$. As an operator on a nonzero finite-dimensional complex space, $T$ has an eigenvector $w\ne0$ with $Tw=cw$. Then $C(v,w)=cB(v,w)$ for every $v$. The invariant form $C-cB$ annihilates a nonzero vector, so it is zero by the first argument, and $C=cB$. The dimension is one.

## From forms to product vectors

The dual of an irrep is an irrep. It is nonzero because $V$ is. If $U\subseteq V^*$ is invariant, let $U^0$ be the vectors on which all of $U$ vanishes. For $v\in U^0$ and $f\in U$, $f(\rho(g)v)=(\rho^*(g^{-1})f)(v)=0$, so $U^0$ is invariant and equals $0$ or $V$. Since $U$ consists of all functionals vanishing on $U^0$, it is $V^*$ or $0$.

With bases $b_i$ of $V$ and $c_j$ of $W$, read $t=\sum_{ij}t_{ij}\,b_i\otimes c_j$ as the form
$$\beta_t(f,h)=\sum_{ij}t_{ij}f(b_i)h(c_j)$$
on $V^*\times W^*$. Dual basis functionals recover each $t_{ij}$, so $t\mapsto\beta_t$ is injective. If $t$ is fixed by $G$, then
$$\beta_t(\rho^*(g)f,\sigma^*(g)h)=\beta_{(\rho(g^{-1})\otimes\sigma(g^{-1}))t}(f,h)=\beta_t(f,h).$$
Fixed vectors thus embed in the invariant forms on two irreps, a space of dimension at most one.

## The statement in Lean

`IsIrrep` requires a nonzero space whose only invariant subspaces are zero and the whole space. `Equivalent` asks for an invertible linear intertwiner. `invariantForms ρ σ` is the subspace of invariant forms, `totallySymmetric ρ σ` is the subspace of fixed vectors in `V ⊗[ℂ] W`, and `finrank` is the dimension.

`finrank_invariantForms` states the two cases, with `Equivalent σ ρ.dual` as the criterion. `finrank_invariantForms_dual` is the case $W=V^*$, and `finrank_totallySymmetric_le_one` is the bound on the product.

$G$ may be finite or infinite, and neither unitarity nor continuity is assumed. Complex irreps whose matrices can be chosen real are included, but representations on real vector spaces and antiunitary operations such as time reversal are not covered. The product theorem bounds only the totally symmetric irrep, and it computes no coupling coefficients.

```lean
import Mathlib

open Module TensorProduct Matrix

namespace InvariantBilinearForms

noncomputable section

variable {G V W : Type*} [Group G] [AddCommGroup V] [Module ℂ V]
  [AddCommGroup W] [Module ℂ W]

/-- An irrep: the space is nonzero, and its only invariant subspaces are zero and itself. -/
def IsIrrep (ρ : Representation ℂ G V) : Prop :=
  Nontrivial V ∧ ∀ U : Submodule ℂ V, (∀ g, ∀ v ∈ U, ρ g v ∈ U) → U = ⊥ ∨ U = ⊤

/-- Two representations are equivalent if an invertible linear map intertwines them. -/
def Equivalent (ρ : Representation ℂ G V) (σ : Representation ℂ G W) : Prop :=
  ∃ e : V ≃ₗ[ℂ] W, ∀ g v, e (ρ g v) = σ g (e v)

/-- The space of bilinear forms on `V × W` unchanged when `G` acts on both arguments. -/
def invariantForms (ρ : Representation ℂ G V) (σ : Representation ℂ G W) :
    Submodule ℂ (V →ₗ[ℂ] W →ₗ[ℂ] ℂ) where
  carrier := {B | ∀ g v w, B (ρ g v) (σ g w) = B v w}
  zero_mem' := by intro g v w; simp
  add_mem' := by
    intro B C hB hC g v w
    simp only [LinearMap.add_apply, hB g v w, hC g v w]
  smul_mem' := by
    intro c B hB g v w
    simp only [LinearMap.smul_apply, hB g v w]

/-- The totally symmetric vectors of the product `V ⊗ W`: those fixed by all of `G`. -/
def totallySymmetric (ρ : Representation ℂ G V) (σ : Representation ℂ G W) :
    Submodule ℂ (V ⊗[ℂ] W) where
  carrier := {t | ∀ g, TensorProduct.map (ρ g) (σ g) t = t}
  zero_mem' := by intro g; simp
  add_mem' := by intro s t hs ht g; rw [map_add, hs g, ht g]
  smul_mem' := by intro c t ht g; rw [map_smul, ht g]

/-- A vector of `V ⊗ W` read as a bilinear form on the dual spaces. -/
def pairing : V ⊗[ℂ] W →ₗ[ℂ] Dual ℂ V →ₗ[ℂ] Dual ℂ W →ₗ[ℂ] ℂ where
  toFun t := (TensorProduct.mk ℂ (Dual ℂ V) (Dual ℂ W)).compr₂
    ((Dual.eval ℂ (V ⊗[ℂ] W) t).comp (dualDistrib ℂ V W))
  map_add' s t := LinearMap.ext₂ fun f h => map_add (dualDistrib ℂ V W (f ⊗ₜ h)) s t
  map_smul' c t := LinearMap.ext₂ fun f h => map_smul (dualDistrib ℂ V W (f ⊗ₜ h)) c t

/-- Acting with the inverse of a group element and then with the element changes nothing. -/
lemma act_inv (ρ : Representation ℂ G V) (g : G) (v : V) : ρ g (ρ g⁻¹ v) = v := by
  rw [← Module.End.mul_apply, ← map_mul, mul_inv_cancel, map_one, Module.End.one_apply]

variable {ρ : Representation ℂ G V} {σ : Representation ℂ G W}

/-- If `W` is an irrep, a nonzero invariant form pairs no nonzero vector of `W` to zero
with all of `V`. -/
theorem nondegenerate (hσ : IsIrrep σ) {B : V →ₗ[ℂ] W →ₗ[ℂ] ℂ}
    (hB : B ∈ invariantForms ρ σ) (h0 : B ≠ 0) (w : W) (hw : ∀ v, B v w = 0) : w = 0 := by
  -- the kernel is an invariant subspace of `W`
  have inv : ∀ g, ∀ x ∈ LinearMap.ker B.flip, σ g x ∈ LinearMap.ker B.flip := by
    intro g x hx
    refine LinearMap.mem_ker.2 (LinearMap.ext fun v => ?_)
    have h1 := hB g (ρ g⁻¹ v) x
    rw [act_inv ρ g v] at h1
    exact h1.trans (LinearMap.congr_fun (LinearMap.mem_ker.1 hx) (ρ g⁻¹ v))
  rcases hσ.2 _ inv with h | h
  · have hm : w ∈ LinearMap.ker B.flip := LinearMap.mem_ker.2 (LinearMap.ext hw)
    rw [h] at hm
    exact (Submodule.mem_bot ℂ).1 hm
  · refine absurd (LinearMap.ext₂ fun v x => ?_) h0
    have hm : x ∈ LinearMap.ker B.flip := by rw [h]; exact Submodule.mem_top
    exact LinearMap.congr_fun (LinearMap.mem_ker.1 hm) v

variable [FiniteDimensional ℂ V] [FiniteDimensional ℂ W]

/-- A nonzero invariant form on two finite-dimensional complex irreps identifies `W` with the dual
space of `V`. -/
theorem exists_identification (hρ : IsIrrep ρ) (hσ : IsIrrep σ)
    {B : V →ₗ[ℂ] W →ₗ[ℂ] ℂ} (hB : B ∈ invariantForms ρ σ) (h0 : B ≠ 0) :
    ∃ e : W ≃ₗ[ℂ] Dual ℂ V, ∀ w v, e w v = B v w := by
  have hB' : B.flip ∈ invariantForms σ ρ := fun g w v => hB g v w
  have h0' : B.flip ≠ 0 := fun h =>
    h0 (LinearMap.ext₂ fun v w => LinearMap.congr_fun₂ h w v)
  have i1 : Function.Injective B.flip := (injective_iff_map_eq_zero B.flip).2
    fun w hw => nondegenerate hσ hB h0 w fun v => LinearMap.congr_fun hw v
  have i2 : Function.Injective B := (injective_iff_map_eq_zero B).2
    fun v hv => nondegenerate hρ hB' h0' v fun w => LinearMap.congr_fun hv w
  -- injectivity both ways forces equal dimensions
  have d1 : finrank ℂ W ≤ finrank ℂ V :=
    (LinearMap.finrank_le_finrank_of_injective i1).trans_eq Subspace.dual_finrank_eq
  have d2 : finrank ℂ V ≤ finrank ℂ W :=
    (LinearMap.finrank_le_finrank_of_injective i2).trans_eq Subspace.dual_finrank_eq
  have d : finrank ℂ W = finrank ℂ (V →ₗ[ℂ] ℂ) :=
    (le_antisymm d1 d2).trans Subspace.dual_finrank_eq.symm
  exact ⟨LinearEquiv.ofBijective B.flip
    ⟨i1, (LinearMap.injective_iff_surjective_of_finrank_eq_finrank d).1 i1⟩,
    fun _ _ => rfl⟩

/-- On two finite-dimensional complex irreps, every invariant form is a multiple of any given
nonzero one. -/
theorem proportional (hρ : IsIrrep ρ) (hσ : IsIrrep σ) {B C : V →ₗ[ℂ] W →ₗ[ℂ] ℂ}
    (hB : B ∈ invariantForms ρ σ) (h0 : B ≠ 0) (hC : C ∈ invariantForms ρ σ) :
    ∃ c : ℂ, c • B = C := by
  obtain ⟨e, he⟩ := exists_identification hρ hσ hB h0
  have := hσ.1
  let T : Module.End ℂ W := e.symm.toLinearMap.comp C.flip
  obtain ⟨c, hc⟩ := Module.End.exists_eigenvalue T
  obtain ⟨w, hw⟩ := hc.exists_hasEigenvector
  refine ⟨c, by_contra fun hne => hw.2 ?_⟩
  -- `C - c B` is invariant and annihilates the eigenvector `w`
  refine nondegenerate hσ (sub_mem hC (Submodule.smul_mem _ c hB))
    (sub_ne_zero.2 (Ne.symm hne)) w fun v => ?_
  have h1 : C.flip w = e (c • w) := by
    rw [← hw.apply_eq_smul]
    exact (e.apply_symm_apply _).symm
  have h2 : C v w = B v (c • w) := (LinearMap.congr_fun h1 v).trans (he _ v)
  change C v w - c • B v w = 0
  rw [h2, map_smul, sub_self]

/-- For two finite-dimensional complex irreps, the invariant bilinear forms on `V × W` have
dimension one if `W` is equivalent to the dual of `V`, and dimension zero otherwise. -/
theorem finrank_invariantForms (hρ : IsIrrep ρ) (hσ : IsIrrep σ) :
    (Equivalent σ ρ.dual → finrank ℂ (invariantForms ρ σ) = 1) ∧
    (¬ Equivalent σ ρ.dual → finrank ℂ (invariantForms ρ σ) = 0) := by
  constructor
  · rintro ⟨e, he⟩
    -- evaluation through the equivalence is a nonzero invariant form
    let B : V →ₗ[ℂ] W →ₗ[ℂ] ℂ := LinearMap.flip e.toLinearMap
    have hB : B ∈ invariantForms ρ σ := by
      intro g v w
      change e (σ g w) (ρ g v) = e w v
      rw [he]
      change e w (ρ g⁻¹ (ρ g v)) = e w v
      have h := act_inv ρ g⁻¹ v
      rw [inv_inv] at h
      rw [h]
    have h0 : B ≠ 0 := by
      intro h
      have := hσ.1
      obtain ⟨w, hw⟩ := exists_ne (0 : W)
      exact hw (e.map_eq_zero_iff.1 (LinearMap.ext fun v => LinearMap.congr_fun₂ h v w))
    refine finrank_eq_one (⟨B, hB⟩ : invariantForms ρ σ)
      (fun h => h0 (congrArg Subtype.val h)) fun C => ?_
    obtain ⟨c, hc⟩ := proportional hρ hσ hB h0 C.2
    exact ⟨c, Subtype.ext hc⟩
  · intro hn
    have hbot : invariantForms ρ σ = ⊥ := by
      refine (Submodule.eq_bot_iff _).2 fun B hB => by_contra fun h0 => hn ?_
      obtain ⟨e, he⟩ := exists_identification hρ hσ hB h0
      refine ⟨e, fun g w => LinearMap.ext fun v => ?_⟩
      change e (σ g w) v = e w (ρ g⁻¹ v)
      have h := hB g (ρ g⁻¹ v) w
      rw [act_inv ρ g v] at h
      rw [he, he, h]
    rw [hbot, finrank_bot]

/-- The dual of a finite-dimensional complex irrep is an irrep. -/
theorem dual_isIrrep (hρ : IsIrrep ρ) : IsIrrep ρ.dual := by
  constructor
  · have := hρ.1
    obtain ⟨v, hv⟩ := exists_ne (0 : V)
    by_contra hn
    have := not_nontrivial_iff_subsingleton.1 hn
    exact hv ((Module.forall_dual_apply_eq_zero_iff ℂ v).1 fun f => by
      rw [Subsingleton.elim f 0]; rfl)
  · intro U hU
    -- the common zeros of the functionals in `U` form an invariant subspace of `V`
    have inv : ∀ g, ∀ v ∈ U.dualCoannihilator, ρ g v ∈ U.dualCoannihilator := by
      intro g v hv
      rw [Submodule.mem_dualCoannihilator] at hv ⊢
      intro f hf
      have h : f (ρ g⁻¹⁻¹ v) = 0 := hv _ (hU g⁻¹ f hf)
      rwa [inv_inv] at h
    have hU' : U.dualCoannihilator.dualAnnihilator = U :=
      Subspace.dualCoannihilator_dualAnnihilator_eq
    rcases hρ.2 _ inv with h | h
    · right; rw [← hU', h, Submodule.dualAnnihilator_bot]
    · left; rw [← hU', h, Submodule.dualAnnihilator_top]

/-- A finite-dimensional complex irrep and its dual admit exactly one nonzero invariant bilinear
form up to scale. -/
theorem finrank_invariantForms_dual (hρ : IsIrrep ρ) :
    finrank ℂ (invariantForms ρ ρ.dual) = 1 :=
  (finrank_invariantForms hρ (dual_isIrrep hρ)).1 ⟨LinearEquiv.refl ℂ _, fun _ _ => rfl⟩

/-- A vector of `V ⊗ W` that vanishes as a form on the dual spaces is zero. -/
theorem pairing_injective : Function.Injective (pairing (V := V) (W := W)) := by
  refine (injective_iff_map_eq_zero _).2 fun t ht => ?_
  let b := finBasis ℂ V
  let c := finBasis ℂ W
  -- the coordinates of a product vector are values of its form
  have key : ∀ i j, ∀ s : V ⊗[ℂ] W, (b.tensorProduct c).repr s (i, j) =
      dualDistrib ℂ V W (b.coord i ⊗ₜ[ℂ] c.coord j) s := by
    intro i j s
    induction s using TensorProduct.induction_on with
    | zero => simp
    | tmul v w =>
      change _ = b.repr v i * c.repr w j
      simp [Module.Basis.tensorProduct_repr_tmul_apply, mul_comm]
    | add x y hx hy => simp only [map_add, Finsupp.add_apply, hx, hy]
  refine (b.tensorProduct c).ext_elem fun ij => ?_
  rw [key ij.1 ij.2 t, map_zero]
  exact LinearMap.congr_fun₂ ht (b.coord ij.1) (c.coord ij.2)

/-- The product of two finite-dimensional complex irreps contains the totally symmetric
irrep at most once: its vectors fixed by `G` span at most one dimension. -/
theorem finrank_totallySymmetric_le_one (hρ : IsIrrep ρ) (hσ : IsIrrep σ) :
    finrank ℂ (totallySymmetric ρ σ) ≤ 1 := by
  have nat : ∀ (A : V →ₗ[ℂ] V) (B : W →ₗ[ℂ] W) (f : Dual ℂ V) (h : Dual ℂ W)
      (t : V ⊗[ℂ] W), pairing t (LinearMap.comp f A) (LinearMap.comp h B) =
        pairing (TensorProduct.map A B t) f h := by
    intro A B f h t
    induction t using TensorProduct.induction_on with
    | zero => simp
    | tmul v w => rfl
    | add x y hx hy => simp only [map_add, LinearMap.add_apply, hx, hy]
  -- fixed vectors give invariant forms on the dual irreps
  have hmem : ∀ t ∈ totallySymmetric ρ σ, pairing t ∈ invariantForms ρ.dual σ.dual := by
    intro t ht g f h
    refine (nat (ρ g⁻¹) (σ g⁻¹) f h t).trans ?_
    rw [ht g⁻¹]
  have hle := LinearMap.finrank_le_finrank_of_injective
    (f := pairing.restrict hmem)
    (fun s t hst => Subtype.ext (pairing_injective (congrArg Subtype.val hst)))
  have hd := finrank_invariantForms (dual_isIrrep hρ) (dual_isIrrep hσ)
  by_cases he : Equivalent σ.dual ρ.dual.dual
  · exact hle.trans (hd.1 he).le
  · exact hle.trans ((hd.2 he).le.trans zero_le_one)

/-- Invertible complex 2 × 2 matrices acting on column vectors. -/
def gl2 : Representation ℂ (Matrix (Fin 2) (Fin 2) ℂ)ˣ (Fin 2 → ℂ) where
  toFun A := Matrix.mulVecLin A.1
  map_one' := Matrix.mulVecLin_one
  map_mul' A B := Matrix.mulVecLin_mul A.1 B.1

/-- The action of the invertible complex 2 × 2 matrices on column vectors is an irrep. -/
theorem isIrrep_witness : IsIrrep gl2 := by
  refine ⟨inferInstance, fun U hU => ?_⟩
  let X : (Matrix (Fin 2) (Fin 2) ℂ)ˣ := ⟨!![0, 1; 1, 0], !![0, 1; 1, 0],
    by simp [Matrix.one_fin_two], by simp [Matrix.one_fin_two]⟩
  let Z : (Matrix (Fin 2) (Fin 2) ℂ)ˣ := ⟨!![1, 0; 0, -1], !![1, 0; 0, -1],
    by simp [Matrix.one_fin_two], by simp [Matrix.one_fin_two]⟩
  have hX : ∀ u ∈ U, ![u 1, u 0] ∈ U := by
    intro u hu
    have h := hU X u hu
    have e : gl2 X u = ![u 1, u 0] := by
      change (!![0, 1; 1, 0] : Matrix (Fin 2) (Fin 2) ℂ) *ᵥ u = _
      funext i
      fin_cases i <;> simp [Matrix.mulVec, dotProduct, Fin.sum_univ_two]
    rwa [e] at h
  have hZ : ∀ u ∈ U, ![u 0, -u 1] ∈ U := by
    intro u hu
    have h := hU Z u hu
    have e : gl2 Z u = ![u 0, -u 1] := by
      change (!![1, 0; 0, -1] : Matrix (Fin 2) (Fin 2) ℂ) *ᵥ u = _
      funext i
      fin_cases i <;> simp [Matrix.mulVec, dotProduct, Fin.sum_univ_two]
    rwa [e] at h
  -- a vector with nonzero first component generates both basis vectors
  have key : ∀ u ∈ U, u 0 ≠ 0 → U = ⊤ := by
    intro u hu h
    have h0 : (![1, 0] : Fin 2 → ℂ) ∈ U := by
      have hm := U.smul_mem (1 / (2 * u 0)) (U.add_mem hu (hZ u hu))
      have e : (1 / (2 * u 0)) • (u + ![u 0, -u 1]) = ![1, 0] := by
        funext i
        fin_cases i
        · change 1 / (2 * u 0) * (u 0 + u 0) = 1
          rw [← two_mul]
          exact one_div_mul_cancel (mul_ne_zero two_ne_zero h)
        · change 1 / (2 * u 0) * (u 1 + -u 1) = 0
          ring
      rwa [e] at hm
    have h1 : (![0, 1] : Fin 2 → ℂ) ∈ U := hX _ h0
    refine Submodule.eq_top_iff'.2 fun v => ?_
    have hm := U.add_mem (U.smul_mem (v 0) h0) (U.smul_mem (v 1) h1)
    have e : v 0 • (![1, 0] : Fin 2 → ℂ) + v 1 • (![0, 1] : Fin 2 → ℂ) = v := by
      funext i
      fin_cases i <;> simp
    rwa [e] at hm
  by_cases hb : U = ⊥
  · exact Or.inl hb
  · right
    obtain ⟨u, hu, hne⟩ := (Submodule.ne_bot_iff U).1 hb
    by_cases h0 : u 0 = 0
    · refine key _ (hX u hu) fun h1 : u 1 = 0 => hne ?_
      funext i
      fin_cases i
      · exact h0
      · exact h1
    · exact key u hu h0

end

end InvariantBilinearForms
```

```lean
#print axioms InvariantBilinearForms.finrank_invariantForms_dual
#print axioms InvariantBilinearForms.finrank_totallySymmetric_le_one
```

```
'InvariantBilinearForms.finrank_invariantForms_dual' depends on axioms: [propext, Classical.choice, Quot.sound]
'InvariantBilinearForms.finrank_totallySymmetric_le_one' depends on axioms: [propext, Classical.choice, Quot.sound]
```

## How the lemmas divide the argument

`nondegenerate` is the kernel argument; it needs irreducibility of `σ` only, and no finite dimension. `exists_identification` applies it to `B` and to `B.flip`, the same form with its arguments exchanged. The two dimension inequalities `d1` and `d2` then turn injectivity into invertibility.

`proportional` builds `T` and takes an eigenvector from `Module.End.exists_eigenvalue`, which is where the complex numbers enter. It assumes `c • B ≠ C` and applies `nondegenerate` to the difference, forcing the eigenvector to be zero, a contradiction.

In `finrank_invariantForms`, the first half constructs the form from the equivalence and uses `proportional` to show that it spans. The second half shows that any nonzero form would supply the excluded equivalence.

`dual_isIrrep` uses `dualCoannihilator` for $U^0$. `pairing` is the map $t\mapsto\beta_t$, and `pairing_injective` reads off coordinates in a product basis. In the last bound, `nat` moves the group action from the functionals to the product vector, and `hmem` applies this at `g⁻¹`. The criterion now involves `ρ.dual.dual`, but both of its cases give at most one, so the double dual need not be identified with $V$.

Finally, `isIrrep_witness` shows that the invertible complex $2\times2$ matrices act irreducibly on column vectors. For $u$ in an invariant subspace with $u_0\neq0$, adding the image of $u$ under `Z` and dividing by $2u_0$ gives $(1,0)$; the swap `X` then gives $(0,1)$. If $u_0=0$ but $u\ne0$, the swap is applied first.
